# Nonzero-energy levels of a two-band Kane layer with the conduction envelope pinned at both walls: E(E − Eg) = P²n²π²/L²

## A gapless layer as a rotation

Let f be the conduction envelope and g the valence envelope in a layer 0 ≤ x ≤ L, coupled by a constant P > 0. With zero gap, the two-band Kane equations at energy E are

P g′ = E f,  −P f′ = E g.

The pair (f, g) rotates as x advances, through the angle Ex/P. If f(0) = 0, then

f(x) = −g(0) sin(Ex/P),  g(x) = g(0) cos(Ex/P).

For E ≠ 0 and g(0) ≠ 0, a second zero of f at x = L requires EL/P to be a nonzero multiple of π, so E² = P²n²π²/L² with n ≥ 1. If g(0) = 0 as well, the rotation starts from the zero vector and stays there. With a gap Eg, the first conclusion holds with E² replaced by E(E − Eg), and the second is unchanged.

## The layer with a gap

Measure energy from the valence edge, so that the conduction edge lies at Eg:

Eg f + P g′ = E f,  −P f′ = E g.

The constant P stands for the momentum matrix element between the conduction and valence Bloch states, with its prefactors absorbed. It is an input of the model.

Call a solution a confined mode if f(0) = f(L) = 0 and the pair is not identically zero in the layer. Two statements hold for P ≠ 0 and L > 0:

- For real E ≠ 0, a confined mode exists exactly when E(E − Eg) = P²n²π²/L² for some integer n ≥ 1.
- For every real E, a solution with f(0) = g(0) = 0 vanishes throughout the layer.

For envelope-function calculations in this one-dimensional model with constant parameters, the second statement means that setting both components to zero at the left wall leaves only the zero solution.

## How the Lean statement encodes the layer

`IsKaneSolution` contains the two equations and the differentiability of f and g on the closed interval `Icc 0 L`. The envelopes are complex functions on the real line, but only their values in the layer matter. The derivative `derivWithin` is one-sided at the walls. `IsConfinedMode` adds the two wall conditions on f and a point where f or g is nonzero.

The equivalence is `confined_mode_iff`, and the vanishing statement is `both_vanish_forces_zero`. P may have either sign and Eg may be any real number, so the usual case P, Eg > 0 is included. The hypothesis E ≠ 0 is needed: `zero_energy_mode` shows that f = 0, g = 1 is a confined mode at E = 0, where the left-hand side of the quantisation formula is zero and its right-hand side is positive for every n ≥ 1.

The model has no remote bands, in-plane momentum, finite barriers or position-dependent parameters. The theorems concern the existence of modes, not their multiplicity or completeness.

## From two constants of motion to the levels

Set a = E/P and b = (E − Eg)/P. The equations become

f′ = −a g,  g′ = b f.

Choose a complex κ with κ² = ab, and define

A = κ f cos κx + a g sin κx,
B = κ f sin κx − a g cos κx.

Differentiating and inserting the equations gives

A′ = −κa g cos κx − κ² f sin κx + ab f sin κx + κa g cos κx = (ab − κ²) f sin κx = 0,
B′ = −κa g sin κx + κ² f cos κx − ab f cos κx + κa g sin κx = (κ² − ab) f cos κx = 0.

Hence A = κ f(0) and B = −a g(0) throughout the layer.

**Both envelopes zero at the left wall.** Let E ≠ 0. Then A = B = 0, and

A sin κx − B cos κx = a g (sin² κx + cos² κx) = a g = 0.

So g = 0, then f′ = 0, and f keeps its wall value 0. If E = 0, the equations give f′ = 0 first, so f = 0; then g′ = 0 and g = 0.

**A confined mode.** Let E ≠ 0 and f(0) = f(L) = 0. At x = L the constants read

g(L) sin κL = 0,  g(L) cos κL = g(0).

Squaring and adding gives g(L)² = g(0)². If g(L) were zero, g(0) would be zero too, and the solution would vanish. Therefore sin κL = 0, and κL = kπ for an integer k.

Suppose k = 0. Then κ = 0, so ab = 0, and E ≠ 0 forces E = Eg and b = 0. Now f + a x g is constant, because its derivative is −a g + a g + a x b f = 0. It is 0 at the left wall and aL g(L) ≠ 0 at the right wall, a contradiction. With n = |k| ≥ 1,

E(E − Eg) = P²κ² = P²n²π²/L².

**The converse.** Put q = nπ/L and take

f = sin qx,  g = −(Pq/E) cos qx.

Then −P f′ = −Pq cos qx = E g, and P g′ = (P²q²/E) sin qx = (E − Eg) f. The sine vanishes at both walls, while g(0) = −Pq/E is nonzero. To normalise ∫(|f|² + |g|²)dx over the layer to 1, multiply both envelopes by √(2/[L(1 + P²q²/E²)]).

## Two levels worked out with numbers

Take the illustrative values Eg = 0.3 eV, P = 1 eV·nm and L = 5π nm ≈ 15.7 nm. For n = 1, q = 0.2 nm⁻¹ and Pq = 0.2 eV, so

E² − 0.3E − 0.04 = 0 (E in eV),  giving E = 0.4 eV or E = −0.1 eV.

At 0.4 eV, g = −0.5 cos qx. Since sin² and cos² have equal integrals over the layer, the conduction weight is 1/(1 + 0.25) = 80%. At −0.1 eV, g = 2 cos qx and the conduction weight is 1/(1 + 4) = 20%.

## The complete Lean file

```lean
import Mathlib

open Set

namespace KaneHardWall

/-- The conduction envelope `f` and valence envelope `g` solve the two-band Kane equations
`Eg f + P g' = E f` and `-P f' = E g` in the layer `[0, L]`. -/
structure IsKaneSolution (P Eg E L : ℝ) (f g : ℝ → ℂ) : Prop where
  diff_f : DifferentiableOn ℝ f (Icc 0 L)
  diff_g : DifferentiableOn ℝ g (Icc 0 L)
  conduction : ∀ x ∈ Icc 0 L,
    (Eg : ℂ) * f x + (P : ℂ) * derivWithin g (Icc 0 L) x = (E : ℂ) * f x
  valence : ∀ x ∈ Icc 0 L, -(P : ℂ) * derivWithin f (Icc 0 L) x = (E : ℂ) * g x

/-- A confined mode: a Kane solution, not identically zero in the layer, whose conduction
envelope vanishes at both walls. -/
structure IsConfinedMode (P Eg E L : ℝ) (f g : ℝ → ℂ) : Prop where
  sol : IsKaneSolution P Eg E L f g
  left : f 0 = 0
  right : f L = 0
  nonzero : ∃ x ∈ Icc 0 L, f x ≠ 0 ∨ g x ≠ 0

/-- A function with zero derivative throughout the layer keeps its value at the left wall. -/
theorem const_on_layer {L : ℝ} (hL : 0 < L) {F : ℝ → ℂ}
    (h : ∀ x ∈ Icc 0 L, HasDerivWithinAt F 0 (Icc 0 L) x) : ∀ x ∈ Icc 0 L, F x = F 0 :=
  constant_of_derivWithin_zero (fun x hx => (h x hx).differentiableWithinAt)
    (fun x hx => (h x (Ico_subset_Icc_self hx)).derivWithin
      (uniqueDiffOn_Icc hL x (Ico_subset_Icc_self hx)))

/-- Derivatives of `cos κx` and `sin κx` with respect to the real variable `x`, for complex `κ`. -/
theorem hasDerivAt_waves (κ : ℂ) (y : ℝ) :
    HasDerivAt (fun t : ℝ => Complex.cos (κ * t)) (-Complex.sin (κ * y) * κ) y ∧
    HasDerivAt (fun t : ℝ => Complex.sin (κ * t)) (Complex.cos (κ * y) * κ) y := by
  have h0 : HasDerivAt (fun z : ℂ => κ * z) κ (y : ℂ) := by
    simpa using (hasDerivAt_id (y : ℂ)).const_mul κ
  exact ⟨h0.ccos.comp_ofReal, h0.csin.comp_ofReal⟩

variable {P Eg E L : ℝ} {f g : ℝ → ℂ}

/-- The Kane equations solved for the slopes of the two envelopes. -/
theorem IsKaneSolution.hasDeriv (h : IsKaneSolution P Eg E L f g) (hP : P ≠ 0)
    {x : ℝ} (hx : x ∈ Icc 0 L) :
    HasDerivWithinAt f (-(E / P : ℂ) * g x) (Icc 0 L) x ∧
    HasDerivWithinAt g (((E - Eg) / P : ℂ) * f x) (Icc 0 L) x := by
  have hP' : (P : ℂ) ≠ 0 := by exact_mod_cast hP
  constructor
  · refine (h.diff_f x hx).hasDerivWithinAt.congr_deriv (mul_left_cancel₀ hP' ?_)
    have e : (P : ℂ) * (-(E / P : ℂ) * g x) = -(E * g x) := by field_simp
    rw [e]
    linear_combination -(h.valence x hx)
  · refine (h.diff_g x hx).hasDerivWithinAt.congr_deriv (mul_left_cancel₀ hP' ?_)
    have e : (P : ℂ) * (((E - Eg) / P : ℂ) * f x) = (E - Eg) * f x := by field_simp
    rw [e]
    linear_combination h.conduction x hx

/-- With `κ² = E (E - Eg) / P²`, two combinations of the envelopes with `cos κx` and `sin κx`
keep their left-wall values throughout the layer. -/
theorem IsKaneSolution.invariants (h : IsKaneSolution P Eg E L f g) (hP : P ≠ 0) (hL : 0 < L)
    {κ : ℂ} (hκ : κ ^ 2 = (E / P : ℂ) * ((E - Eg) / P : ℂ)) {x : ℝ} (hx : x ∈ Icc 0 L) :
    κ * f x * Complex.cos (κ * x) + (E / P : ℂ) * g x * Complex.sin (κ * x) = κ * f 0 ∧
    κ * f x * Complex.sin (κ * x) - (E / P : ℂ) * g x * Complex.cos (κ * x)
      = -((E / P : ℂ) * g 0) := by
  constructor
  · have d : ∀ y ∈ Icc 0 L, HasDerivWithinAt (fun t : ℝ => κ * f t * Complex.cos (κ * t)
        + (E / P : ℂ) * g t * Complex.sin (κ * t)) 0 (Icc 0 L) y := by
      intro y hy
      obtain ⟨hf, hg⟩ := h.hasDeriv hP hy
      obtain ⟨hc, hs⟩ := hasDerivAt_waves κ y
      refine (((hf.const_mul κ).mul hc.hasDerivWithinAt).add
        ((hg.const_mul (E / P : ℂ)).mul hs.hasDerivWithinAt)).congr_deriv ?_
      try dsimp only
      linear_combination (-(f y * Complex.sin (κ * y))) * hκ
    have e := const_on_layer hL d x hx
    simp only [Complex.ofReal_zero, mul_zero, Complex.cos_zero, Complex.sin_zero] at e
    linear_combination e
  · have d : ∀ y ∈ Icc 0 L, HasDerivWithinAt (fun t : ℝ => κ * f t * Complex.sin (κ * t)
        - (E / P : ℂ) * g t * Complex.cos (κ * t)) 0 (Icc 0 L) y := by
      intro y hy
      obtain ⟨hf, hg⟩ := h.hasDeriv hP hy
      obtain ⟨hc, hs⟩ := hasDerivAt_waves κ y
      refine (((hf.const_mul κ).mul hs.hasDerivWithinAt).sub
        ((hg.const_mul (E / P : ℂ)).mul hc.hasDerivWithinAt)).congr_deriv ?_
      try dsimp only
      linear_combination (f y * Complex.cos (κ * y)) * hκ
    have e := const_on_layer hL d x hx
    simp only [Complex.ofReal_zero, mul_zero, Complex.cos_zero, Complex.sin_zero] at e
    linear_combination e

/-- If both envelopes vanish at the left wall, the solution vanishes in the whole layer. -/
theorem both_vanish_forces_zero (hP : P ≠ 0) (hL : 0 < L) (h : IsKaneSolution P Eg E L f g)
    (hf0 : f 0 = 0) (hg0 : g 0 = 0) : ∀ x ∈ Icc 0 L, f x = 0 ∧ g x = 0 := by
  by_cases hE : E = 0
  · -- at zero energy `f` is constant, and then so is `g`
    have F : ∀ x ∈ Icc 0 L, f x = 0 := fun x hx => (const_on_layer hL (fun y hy =>
      (h.hasDeriv hP hy).1.congr_deriv (by simp [hE])) x hx).trans hf0
    exact fun x hx => ⟨F x hx, (const_on_layer hL (fun y hy =>
      (h.hasDeriv hP hy).2.congr_deriv (by simp [F y hy])) x hx).trans hg0⟩
  · have ha : (E / P : ℂ) ≠ 0 := div_ne_zero (by exact_mod_cast hE) (by exact_mod_cast hP)
    obtain ⟨κ, hκ⟩ := IsAlgClosed.exists_pow_nat_eq
      ((E / P : ℂ) * ((E - Eg) / P : ℂ)) (n := 2) (by norm_num)
    -- the invariants remove `g`, and then `f` has zero slope
    have G : ∀ x ∈ Icc 0 L, g x = 0 := by
      intro x hx
      obtain ⟨c1, c2⟩ := h.invariants hP hL hκ hx
      rw [hf0] at c1
      rw [hg0] at c2
      have e : (E / P : ℂ) * g x = 0 := by
        linear_combination Complex.sin (κ * x) * c1 - Complex.cos (κ * x) * c2
          - (E / P : ℂ) * g x * Complex.sin_sq_add_cos_sq (κ * x)
      exact (mul_eq_zero.mp e).resolve_left ha
    exact fun x hx => ⟨(const_on_layer hL (fun y hy =>
      (h.hasDeriv hP hy).1.congr_deriv (by simp [G y hy])) x hx).trans hf0, G x hx⟩

/-- In a confined mode of nonzero energy the valence envelope has the same square at both
walls. -/
theorem valence_wall_values (hP : P ≠ 0) (hL : 0 < L) (hE : E ≠ 0)
    (h : IsConfinedMode P Eg E L f g) : g L ^ 2 = g 0 ^ 2 := by
  have ha : (E / P : ℂ) ≠ 0 := div_ne_zero (by exact_mod_cast hE) (by exact_mod_cast hP)
  obtain ⟨κ, hκ⟩ := IsAlgClosed.exists_pow_nat_eq
    ((E / P : ℂ) * ((E - Eg) / P : ℂ)) (n := 2) (by norm_num)
  obtain ⟨c1, c2⟩ := h.sol.invariants hP hL hκ (right_mem_Icc.mpr hL.le)
  rw [h.left, h.right] at c1
  rw [h.right] at c2
  apply mul_left_cancel₀ (pow_ne_zero 2 ha)
  linear_combination ((E / P : ℂ) * g L * Complex.sin (κ * L)) * c1
    + (-((E / P : ℂ) * g L * Complex.cos (κ * L)) - (E / P : ℂ) * g 0) * c2
    - (E / P : ℂ) ^ 2 * g L ^ 2 * Complex.sin_sq_add_cos_sq (κ * L)

/-- For `E ≠ 0`, the envelopes `f = sin qx` and `g = -(P q / E) cos qx` solve the Kane equations
when `E (E - Eg) = P² q²`. -/
theorem standing_wave (hL : 0 < L) (hE : E ≠ 0) {q : ℝ} (hq : E * (E - Eg) = P ^ 2 * q ^ 2) :
    IsKaneSolution P Eg E L (fun x => Complex.sin ((q : ℂ) * x))
      (fun x => -(P / E : ℂ) * q * Complex.cos ((q : ℂ) * x)) := by
  have hE' : (E : ℂ) ≠ 0 := by exact_mod_cast hE
  have hq' : (E : ℂ) * (E - Eg) = P ^ 2 * q ^ 2 := by exact_mod_cast hq
  have key : (P : ℂ) * (P / E * q ^ 2) = E - Eg := by
    field_simp
    linear_combination -hq'
  have ds := fun x : ℝ => (hasDerivAt_waves (q : ℂ) x).2
  have dc := fun x : ℝ => (hasDerivAt_waves (q : ℂ) x).1.const_mul (-(P / E : ℂ) * q)
  refine ⟨fun x _ => (ds x).hasDerivWithinAt.differentiableWithinAt,
    fun x _ => (dc x).hasDerivWithinAt.differentiableWithinAt, fun x hx => ?_, fun x hx => ?_⟩
  · rw [(dc x).hasDerivWithinAt.derivWithin (uniqueDiffOn_Icc hL x hx)]
    linear_combination Complex.sin ((q : ℂ) * x) * key
  · rw [(ds x).hasDerivWithinAt.derivWithin (uniqueDiffOn_Icc hL x hx)]
    field_simp

/-- Hard-wall quantisation in the two-band Kane model: a nonzero energy `E` has a confined mode
exactly when `E (E - Eg) = P² n² π² / L²` for some integer `n ≥ 1`. -/
theorem confined_mode_iff (hP : P ≠ 0) (hL : 0 < L) (hE : E ≠ 0) :
    (∃ f g : ℝ → ℂ, IsConfinedMode P Eg E L f g) ↔
      ∃ n : ℕ, 1 ≤ n ∧ E * (E - Eg) = P ^ 2 * (n : ℝ) ^ 2 * Real.pi ^ 2 / L ^ 2 := by
  have hP' : (P : ℂ) ≠ 0 := by exact_mod_cast hP
  have hE' : (E : ℂ) ≠ 0 := by exact_mod_cast hE
  have hL' : (L : ℂ) ≠ 0 := by exact_mod_cast hL.ne'
  have ha : (E / P : ℂ) ≠ 0 := div_ne_zero hE' hP'
  constructor
  · rintro ⟨f, g, h⟩
    have hLm : L ∈ Icc 0 L := right_mem_Icc.mpr hL.le
    -- the valence envelope cannot vanish at the right wall
    have hgL : g L ≠ 0 := by
      intro h0
      have e := valence_wall_values hP hL hE h
      have hg0 : g 0 = 0 := by
        apply pow_eq_zero_iff (two_ne_zero) |>.mp
        rw [← e, h0]
        ring
      obtain ⟨x, hx, hne⟩ := h.nonzero
      obtain ⟨h1, h2⟩ := both_vanish_forces_zero hP hL h.sol h.left hg0 x hx
      exact hne.elim (fun k => k h1) (fun k => k h2)
    obtain ⟨κ, hκ⟩ := IsAlgClosed.exists_pow_nat_eq
      ((E / P : ℂ) * ((E - Eg) / P : ℂ)) (n := 2) (by norm_num)
    have hκ' : κ ^ 2 * (P : ℂ) ^ 2 = E * (E - Eg) := by
      rw [hκ]
      field_simp
    have c1 := (h.sol.invariants hP hL hκ hLm).1
    rw [h.left, h.right] at c1
    have hs : (E / P : ℂ) * g L * Complex.sin (κ * L) = 0 := by linear_combination c1
    obtain ⟨k, hk⟩ := Complex.sin_eq_zero_iff.mp
      ((mul_eq_zero.mp hs).resolve_left (mul_ne_zero ha hgL))
    -- `k = 0` would make `f` linear with nonzero slope
    have hk0 : k ≠ 0 := by
      intro h0
      have hz : κ = 0 := by
        rw [h0, Int.cast_zero, zero_mul] at hk
        exact (mul_eq_zero.mp hk).resolve_right hL'
      have hb : (E : ℂ) - Eg = 0 := by
        have e : (E : ℂ) * (E - Eg) = 0 := by
          rw [← hκ', hz]
          ring
        exact (mul_eq_zero.mp e).resolve_left hE'
      have d : ∀ y ∈ Icc 0 L, HasDerivWithinAt
          (fun t : ℝ => f t + (E / P : ℂ) * ((t : ℂ) * g t)) 0 (Icc 0 L) y := by
        intro y hy
        obtain ⟨hf, hg⟩ := h.sol.hasDeriv hP hy
        have ht : HasDerivAt (fun t : ℝ => (t : ℂ)) 1 y := (hasDerivAt_id (y : ℂ)).comp_ofReal
        refine (hf.add ((ht.hasDerivWithinAt.mul hg).const_mul (E / P : ℂ))).congr_deriv ?_
        try dsimp only
        linear_combination ((E / P : ℂ) * y * f y / P) * hb
      have e := const_on_layer hL d L hLm
      simp only [h.left, h.right, Complex.ofReal_zero, zero_mul, mul_zero, zero_add] at e
      exact mul_ne_zero ha (mul_ne_zero hL' hgL) e
    obtain ⟨n, hn⟩ := Int.eq_nat_or_neg k
    have hk2 : (k : ℂ) ^ 2 = (n : ℂ) ^ 2 := by
      rcases hn with hn | hn <;> rw [hn] <;> push_cast <;> ring
    refine ⟨n, by omega, ?_⟩
    rw [eq_div_iff (pow_ne_zero 2 hL.ne')]
    apply Complex.ofReal_injective
    push_cast
    linear_combination (-(L : ℂ) ^ 2) * hκ' + (P : ℂ) ^ 2 * (κ * L + k * Real.pi) * hk
      + (P : ℂ) ^ 2 * (Real.pi : ℂ) ^ 2 * hk2
  · rintro ⟨n, hn, h⟩
    have hn0 : (n : ℝ) ≠ 0 := by
      have : n ≠ 0 := by omega
      exact_mod_cast this
    have hq0 : ((n * Real.pi / L : ℝ) : ℂ) ≠ 0 := by
      exact_mod_cast div_ne_zero (mul_ne_zero hn0 Real.pi_ne_zero) hL.ne'
    have hqL : ((n * Real.pi / L : ℝ) : ℂ) * L = n * Real.pi := by
      push_cast
      field_simp
    refine ⟨_, _, standing_wave (q := n * Real.pi / L) hL hE (by rw [h]; ring), ?_, ?_,
      0, left_mem_Icc.mpr hL.le, Or.inr ?_⟩
    · simp only [Complex.ofReal_zero, mul_zero, Complex.sin_zero]
    · simp only [hqL, Complex.sin_nat_mul_pi]
    · simp only [Complex.ofReal_zero, mul_zero, Complex.cos_zero, mul_one]
      exact mul_ne_zero (neg_ne_zero.mpr (div_ne_zero hP' hE')) hq0

/-- At `E = 0` a constant valence envelope with no conduction part is a confined mode, for every
`P`, `Eg` and layer width. -/
theorem zero_energy_mode (P Eg : ℝ) (hL : 0 < L) :
    IsConfinedMode P Eg 0 L (fun _ => 0) (fun _ => 1) := by
  refine ⟨⟨differentiableOn_const _, differentiableOn_const _, ?_, ?_⟩, rfl, rfl,
    0, left_mem_Icc.mpr hL.le, Or.inr one_ne_zero⟩
  · intro x _
    simp
  · intro x _
    simp

end KaneHardWall
```

```lean
#print axioms KaneHardWall.confined_mode_iff
-- 'KaneHardWall.confined_mode_iff' depends on axioms: [propext, Classical.choice, Quot.sound]
#print axioms KaneHardWall.zero_energy_mode
-- 'KaneHardWall.zero_energy_mode' depends on axioms: [propext, Classical.choice, Quot.sound]
```

## How the proof follows the derivation

`hasDeriv` solves the Kane equations for the slopes. `const_on_layer` turns a zero derivative into constancy, and `hasDerivAt_waves` differentiates cos κx and sin κx. With these, `invariants` establishes A and B: each `linear_combination` using `hκ` is the cancellation of κ² against ab.

`both_vanish_forces_zero` separates E = 0 from E ≠ 0 as above, and its combination of `c1` and `c2` is A sin κx − B cos κx. `valence_wall_values` combines the two relations at x = L into equality of squares. In `confined_mode_iff`, the forward direction shows g(L) ≠ 0, obtains k, excludes k = 0 with the linear invariant and passes to n = |k|. The reverse direction applies `standing_wave` with q = nπ/L.

## One complex square root for waves and decay

The argument turns on `IsAlgClosed.exists_pow_nat_eq`. Applied to the complex numbers with exponent 2, it supplies some κ with κ² = ab, whatever the sign of ab. Over the reals, the proof would split into oscillating solutions for ab > 0, exponential ones for ab < 0 and linear ones for ab = 0. Here A and B serve all three, because their derivatives vanish whenever κ² = ab; when κ = iλ, the same formulas contain cosh λx and i sinh λx.

The lemma does not say which root it returns, so k may be negative. `Complex.sin_eq_zero_iff` then does the physical selection: every zero of the complex sine is an integer multiple of π, which makes κL real. Decaying solutions are thereby excluded without a separate case, and only κ = 0 needs its own argument.
